# The Kubo formula for a pure state with bounded self-adjoint operators

Take a spin-½ with no Hamiltonian of its own, in the state $\psi=|{\uparrow}\rangle$. Drive it by $f(t)\sigma_x$, watch $\sigma_y$, and write $F(t)=\int_0^t f(s)\,ds$. With $\hbar=1$, the first-order correction to the state is $u(t)=-iF(t)\sigma_x\psi=-iF(t)|{\downarrow}\rangle$, so the expectation value changes by

$$2\,\mathrm{Re}\langle\psi,\sigma_y u(t)\rangle=-2F(t)=-iF(t)\langle\psi,[\sigma_y,\sigma_x]\psi\rangle .$$

The exact value is $-\sin 2F(t)$, which agrees to first order. The commutator appears because the correction carries a factor $-i$ and its complex conjugate a factor $+i$.

With a Hamiltonian $H$, drive operator $V$ and observable $A$, set $U(t)=e^{-iHt}$ and $X(t)=U(-t)XU(t)$. If $iu'=Hu+fVU(t)\psi$ and $u(0)=0$, the formula becomes

$$2\,\mathrm{Re}\langle U(t)\psi,A\,u(t)\rangle=-i\int_0^t f(s)\,\langle\psi,[A(t),V(s)]\psi\rangle\,ds .$$

Each hypothesis below enters at a definite step.

## Bounded operators on a complex Hilbert space

The state space `E` is a complete complex inner-product space, and `E →L[ℂ] E` is the type of bounded operators on it. Every finite matrix model is included. Boundedness lets $U(t)$ be defined by the exponential series; the unbounded Hamiltonians of particles in continuous space are not covered.

```lean
import Mathlib

open Complex
open scoped InnerProductSpace

namespace KuboResponse

noncomputable section

variable {E : Type*} [NormedAddCommGroup E] [InnerProductSpace ℂ E] [CompleteSpace E]

/-- The free propagator `exp(-iHt)`. -/
def propagator (H : E →L[ℂ] E) (t : ℝ) : E →L[ℂ] E :=
  NormedSpace.exp ((t : ℂ) • ((-I) • H))

/-- The Heisenberg-picture operator `X(t) = exp(iHt) X exp(-iHt)`. -/
def heisenberg (H X : E →L[ℂ] E) (t : ℝ) : E →L[ℂ] E :=
  propagator H (-t) * X * propagator H t

/-- The commutator `[X, Y] = XY - YX`. -/
def comm (X Y : E →L[ℂ] E) : E →L[ℂ] E := X * Y - Y * X
```

Here `propagator H t` is $U(t)$, `heisenberg H X t` is $X(t)$, and `comm` is the commutator. The group law $U(s+t)=U(s)U(t)$ holds because multiples of the same operator commute. Together with $U(0)=1$ it gives $U(t)U(-t)=1$.

```lean
/-- Free evolution over `s + t` is evolution over `t` followed by evolution over `s`. -/
theorem propagator_add (H : E →L[ℂ] E) (s t : ℝ) :
    propagator H (s + t) = propagator H s * propagator H t := by
  let _ : NormedAlgebra ℚ (E →L[ℂ] E) := NormedAlgebra.restrictScalars ℚ ℂ _
  unfold propagator
  rw [ofReal_add, add_smul]
  exact NormedSpace.exp_add_of_commute (((Commute.refl _).smul_left _).smul_right _)

private lemma propagator_zero (H : E →L[ℂ] E) : propagator H 0 = 1 := by
  simp [propagator, NormedSpace.exp_zero]

private lemma propagator_cancel (H : E →L[ℂ] E) (t : ℝ) (x : E) :
    propagator H t (propagator H (-t) x) = x := by
  change (propagator H t * propagator H (-t)) x = x
  rw [← propagator_add, add_neg_cancel, propagator_zero]
  rfl
```

## Self-adjoint $H$: evolution without loss

Physically, `IsSelfAdjoint H` says that free evolution conserves probability. By hand, $U(t)^*=U(-t)$, which moves the evolution across the inner product:

$$\langle U(t)x,y\rangle=\langle x,U(-t)y\rangle .$$

It also makes $X(t)$ self-adjoint whenever $X$ is. The next three results are these statements.

```lean
/-- For self-adjoint `H` the adjoint of `exp(-iHt)` is `exp(iHt)`. -/
theorem propagator_star {H : E →L[ℂ] E} (hH : IsSelfAdjoint H) (t : ℝ) :
    star (propagator H t) = propagator H (-t) := by
  unfold propagator
  rw [NormedSpace.star_exp]
  congr 1
  simp [star_smul, hH.star_eq]

private lemma inner_propagator {H : E →L[ℂ] E} (hH : IsSelfAdjoint H) (t : ℝ) (x y : E) :
    inner ℂ (propagator H t x) y = inner ℂ x (propagator H (-t) y) := by
  rw [← propagator_star hH t, ContinuousLinearMap.star_eq_adjoint,
    ContinuousLinearMap.adjoint_inner_right]

private lemma heisenberg_selfAdjoint {H X : E →L[ℂ] E} (hH : IsSelfAdjoint H)
    (hX : IsSelfAdjoint X) (t : ℝ) : IsSelfAdjoint (heisenberg H X t) := by
  rw [isSelfAdjoint_iff]
  unfold heisenberg
  rw [star_mul, star_mul, propagator_star hH, propagator_star hH, hX.star_eq, neg_neg, mul_assoc]
```

Without this hypothesis the formula can fail. For the lossy choice $H=-i\gamma$ with $\gamma>0$, one has $U(t)=e^{-\gamma t}$ and $X(t)=X$. The left side then acquires a factor $e^{-2\gamma t}$ that the right side lacks.

## A continuous drive

The real function $f$ is the time profile of the applied field. Continuity makes the integrand continuous and lets the response equation hold at every instant. For a pulse with a jump, the integral still makes sense, but the differential equation would have to be read in integrated form. A field switched on at time zero with a nonzero value fits if $f$ is extended continuously to negative times, since the response at $t\ge 0$ does not depend on that extension.

The proof needs $U'(t)=U(t)(-iH)=(-iH)U(t)$, a product rule for $L(t)u(t)$, and continuity of $-if(s)V(s)\psi$. The four lemmas below supply them in that order; the first gives the equality of the two forms of $U'(t)$.

```lean
private lemma propagator_comm (H : E →L[ℂ] E) (t : ℝ) :
    propagator H t * ((-I) • H) = ((-I) • H) * propagator H t :=
  (hasDerivAt_exp_smul_const ((-I) • H) (t : ℂ)).unique
    (hasDerivAt_exp_smul_const' ((-I) • H) (t : ℂ))

private lemma hasDerivAt_propagator (H : E →L[ℂ] E) (t : ℝ) :
    HasDerivAt (propagator H) (propagator H t * ((-I) • H)) t := by
  have h := hasDerivAt_exp_smul_const ((-I) • H) (t : ℂ)
  have h2 : HasDerivAt (fun s : ℝ => (s : ℂ)) 1 t := by
    simpa using (hasDerivAt_id t).ofReal_comp
  exact (h.scomp t h2).congr_deriv (by rw [one_smul]; rfl)

omit [CompleteSpace E] in
private lemma hasDerivAt_apply {L : ℝ → E →L[ℂ] E} {L' : E →L[ℂ] E} {u : ℝ → E} {u' : E}
    {t : ℝ} (hL : HasDerivAt L L' t) (hu : HasDerivAt u u' t) :
    HasDerivAt (fun s => L s (u s)) (L' (u t) + L t u') t := by
  have hr : HasDerivAt (fun s => (L s).restrictScalars ℝ) (L'.restrictScalars ℝ) t :=
    (ContinuousLinearMap.restrictScalarsL ℂ E E ℝ ℝ).hasFDerivAt.comp_hasDerivAt t hL
  exact hr.clm_apply hu

private lemma continuous_drive (H V : E →L[ℂ] E) {f : ℝ → ℝ} (hf : Continuous f) (ψ : E) :
    Continuous fun s : ℝ => (-I * (f s : ℂ)) • heisenberg H V s ψ := by
  have hU : Continuous (propagator H) :=
    continuous_iff_continuousAt.2 fun t => (hasDerivAt_propagator H t).continuousAt
  have hV : Continuous (heisenberg H V) :=
    ((hU.comp continuous_neg).mul continuous_const).mul hU
  exact (continuous_const.mul (continuous_ofReal.comp hf)).smul (hV.clm_apply continuous_const)
```

## The first-order equation and its zero initial value

Substituting $U(t)\psi+\lambda u(t)+\cdots$ into the Schrödinger equation for $H+\lambda f(t)V$ and keeping terms linear in $\lambda$ gives the condition on $u$. The file takes this linearised equation as its definition of the correction; it contains no estimate of the distance to the exact state.

```lean
/-- `u` is the first-order correction to the state: `i u' = H u + f V exp(-iHt)ψ`, `u(0) = 0`. -/
def IsFirstOrder (H V : E →L[ℂ] E) (f : ℝ → ℝ) (ψ : E) (u : ℝ → E) : Prop :=
  u 0 = 0 ∧ ∀ s, HasDerivAt u ((-I) • (H (u s) + (f s : ℂ) • V (propagator H s ψ))) s
```

The free motion cancels in the interaction picture:

$$\begin{aligned}
\frac{d}{dt}\bigl[U(-t)u(t)\bigr]&=U(-t)\,iHu(t)-iU(-t)\bigl[Hu(t)+f(t)VU(t)\psi\bigr]\\
&=-if(t)V(t)\psi .
\end{aligned}$$

Integrating from $0$ and using $u(0)=0$,

$$U(-t)u(t)=-i\int_0^t f(s)V(s)\psi\,ds .$$

In `interaction_picture`, `hder` is the derivative and the final rewrite is the fundamental theorem of calculus. Self-adjointness is not used here. A nonzero $u(0)$ would add $2\,\mathrm{Re}\langle\psi,A(t)u(0)\rangle$ to the response.

```lean
/-- In the interaction picture the first-order correction is the time integral of
`-i f(s) V(s) ψ`. -/
theorem interaction_picture {H V : E →L[ℂ] E} {f : ℝ → ℝ} {ψ : E} {u : ℝ → E}
    (hf : Continuous f) (hu : IsFirstOrder H V f ψ u) (t : ℝ) :
    propagator H (-t) (u t) = ∫ s in (0 : ℝ)..t, (-I * (f s : ℂ)) • heisenberg H V s ψ := by
  have hder : ∀ s, HasDerivAt (fun r => propagator H (-r) (u r))
      ((-I * (f s : ℂ)) • heisenberg H V s ψ) s := by
    intro s
    have hU : HasDerivAt (fun r : ℝ => propagator H (-r))
        (-(propagator H (-s) * ((-I) • H))) s :=
      ((hasDerivAt_propagator H (-s)).scomp s (hasDerivAt_neg s)).congr_deriv
        (by rw [neg_one_smul])
    -- the free motion cancels and only the drive remains
    refine (hasDerivAt_apply hU (hu.2 s)).congr_deriv ?_
    change -(propagator H (-s) ((-I) • H (u s))) + propagator H (-s)
      ((-I) • (H (u s) + (f s : ℂ) • V (propagator H s ψ))) =
      (-I * (f s : ℂ)) • propagator H (-s) (V (propagator H s ψ))
    simp only [map_smul, map_add]
    module
  rw [intervalIntegral.integral_eq_sub_of_hasDerivAt (fun s _ => hder s)
    ((continuous_drive H V hf ψ).intervalIntegrable 0 t), hu.1, map_zero, sub_zero]
```

Such a correction always exists for a continuous drive. Let $w(t)$ be the integral above and put $u(t)=U(t)w(t)$. Then $u(0)=0$ and

$$u'(t)=-iHU(t)w(t)+U(t)\bigl[-if(t)V(t)\psi\bigr]=-i\bigl[Hu(t)+f(t)VU(t)\psi\bigr].$$

`isFirstOrder_duhamel` carries out this differentiation.

```lean
/-- For every continuous drive, propagating the interaction-picture integral forward solves
the first-order equation. -/
theorem isFirstOrder_duhamel (H V : E →L[ℂ] E) {f : ℝ → ℝ} (hf : Continuous f) (ψ : E) :
    IsFirstOrder H V f ψ fun t =>
      propagator H t (∫ s in (0 : ℝ)..t, (-I * (f s : ℂ)) • heisenberg H V s ψ) := by
  refine ⟨by simp, fun t => ?_⟩
  have hc := ((continuous_drive H V hf ψ).integral_hasStrictDerivAt 0 t).hasDerivAt
  refine (hasDerivAt_apply (hasDerivAt_propagator H t) hc).congr_deriv ?_
  rw [propagator_comm, map_smul]
  change (-I) • H (propagator H t _) + (-I * (f t : ℂ)) •
    propagator H t (propagator H (-t) (V (propagator H t ψ))) = _
  rw [propagator_cancel]
  module
```

## Self-adjoint $V$ and $A$: where the commutator comes from

Self-adjoint $V$ means that the real drive adds a Hermitian term to the Hamiltonian; self-adjoint $A$ means that the measured quantity is real. Let $z=\langle U(t)\psi,Au(t)\rangle$. Moving $U(t)$ across and inserting $U(t)U(-t)=1$,

$$z=\langle\psi,A(t)U(-t)u(t)\rangle=-i\int_0^t f(s)\langle\psi,A(t)V(s)\psi\rangle\,ds .$$

Since $A(t)$ and $V(s)$ are self-adjoint, conjugation reverses their order:

$$\bar z=+i\int_0^t f(s)\langle\psi,V(s)A(t)\psi\rangle\,ds .$$

Adding the two gives $2\,\mathrm{Re}\,z$ on the left and the commutator on the right.

Both hypotheses matter. With $H=0$, the choices $V=i$, $A=1$ and $V=1$, $A=i$ each give a left side $2F(t)\|\psi\|^2$, while the commutator vanishes.

In the Lean statement `inner ℂ` is conjugate-linear in its first argument. The left side is a real number viewed as a complex one, so the equation also says that the right side is real. The vector $\psi$ need not be normalised; for $\psi\neq0$, dividing both sides by $\langle\psi,\psi\rangle$ gives the response of the normalised state.

```lean
/-- **Kubo formula**: the first-order change of the expectation value of `A` at time `t` is
`-i` times the integral of `f(s) ⟨ψ, [A(t), V(s)] ψ⟩` over `s` from `0` to `t`. -/
theorem kubo_formula {H V A : E →L[ℂ] E} (hH : IsSelfAdjoint H) (hV : IsSelfAdjoint V)
    (hA : IsSelfAdjoint A) {f : ℝ → ℝ} (hf : Continuous f) {ψ : E} {u : ℝ → E}
    (hu : IsFirstOrder H V f ψ u) (t : ℝ) :
    ((2 * (inner ℂ (propagator H t ψ) (A (u t))).re : ℝ) : ℂ) =
      -I * ∫ s in (0 : ℝ)..t,
        (f s : ℂ) * inner ℂ ψ (comm (heisenberg H A t) (heisenberg H V s) ψ) := by
  let L : E →L[ℂ] ℂ := (innerSL ℂ ψ).comp (heisenberg H A t)
  have hcont := continuous_drive H V hf ψ
  have hLc : Continuous fun s : ℝ => L ((-I * (f s : ℂ)) • heisenberg H V s ψ) :=
    L.continuous.comp hcont
  -- move the time evolution onto the observable and insert the integral
  have hz : inner ℂ (propagator H t ψ) (A (u t)) =
      ∫ s in (0 : ℝ)..t, L ((-I * (f s : ℂ)) • heisenberg H V s ψ) := by
    rw [L.intervalIntegral_comp_comm (hcont.intervalIntegrable 0 t),
      ← interaction_picture hf hu t, inner_propagator hH]
    change _ = inner ℂ ψ (propagator H (-t) (A (propagator H t (propagator H (-t) (u t)))))
    rw [propagator_cancel]
  have hconj : starRingEnd ℂ (∫ s in (0 : ℝ)..t, L ((-I * (f s : ℂ)) • heisenberg H V s ψ)) =
      ∫ s in (0 : ℝ)..t, starRingEnd ℂ (L ((-I * (f s : ℂ)) • heisenberg H V s ψ)) :=
    ((conjCLE : ℂ →L[ℝ] ℂ).intervalIntegral_comp_comm (hLc.intervalIntegrable 0 t)).symm
  have hLc' : Continuous fun s : ℝ =>
      starRingEnd ℂ (L ((-I * (f s : ℂ)) • heisenberg H V s ψ)) := continuous_conj.comp hLc
  rw [← Complex.add_conj, hz, hconj, ← intervalIntegral.integral_add
    (hLc.intervalIntegrable 0 t) (hLc'.intervalIntegrable 0 t),
    ← intervalIntegral.integral_const_mul]
  refine intervalIntegral.integral_congr fun s _ => ?_
  -- complex conjugation reverses the order of the two observables
  have hK : starRingEnd ℂ (inner ℂ ψ (heisenberg H A t (heisenberg H V s ψ))) =
      inner ℂ ψ (heisenberg H V s (heisenberg H A t ψ)) := by
    rw [inner_conj_symm]
    exact ((heisenberg_selfAdjoint hH hA t).isSymmetric _ _).trans
      ((heisenberg_selfAdjoint hH hV s).isSymmetric _ _)
  have hL : L ((-I * (f s : ℂ)) • heisenberg H V s ψ) =
      (-I * (f s : ℂ)) * inner ℂ ψ (heisenberg H A t (heisenberg H V s ψ)) := by
    rw [map_smul]
    rfl
  change L _ + starRingEnd ℂ (L _) = -I * ((f s : ℂ) * inner ℂ ψ
    (heisenberg H A t (heisenberg H V s ψ) - heisenberg H V s (heisenberg H A t ψ)))
  rw [hL, inner_sub_right, ← hK, map_mul, map_mul, map_neg, conj_I, conj_ofReal]
  ring
```

In the proof, `L` is the functional $x\mapsto\langle\psi,A(t)x\rangle$, `hz` is the formula for $z$, `hconj` takes the conjugate inside the integral, and `hK` reverses the operators. The last line collects the factors of $i$.

This is the response of one pure state over a finite time. Thermal averages and the passage to frequency-dependent susceptibilities are separate matters.

## An energy eigenstate as the starting point

If $H\psi=e\psi$ with $e$ real, the system starts in a stationary state. Then

$$\frac{d}{dr}\bigl[\exp(ier)\,U(r)\psi\bigr]=\exp(ier)\,(ie-ie)\,U(r)\psi=0,$$

so $U(s)\psi=\exp(-ies)\,\psi$. The phases cancel in any expectation value, giving $\langle\psi,Y(s)\psi\rangle=\langle\psi,Y\psi\rangle$.

```lean
private lemma stationary_expectation {H : E →L[ℂ] E} (hH : IsSelfAdjoint H) {ψ : E} {e : ℝ}
    (hψ : H ψ = (e : ℂ) • ψ) (Y : E →L[ℂ] E) (s : ℝ) :
    inner ℂ ψ (heisenberg H Y s ψ) = inner ℂ ψ (Y ψ) := by
  have hd : ∀ r : ℝ, HasDerivAt (fun r : ℝ => cexp (I * e * r) • propagator H r ψ) 0 r := by
    intro r
    have h1 : HasDerivAt (fun r : ℝ => (r : ℂ)) 1 r := by
      simpa using (hasDerivAt_id r).ofReal_comp
    have h2 := hasDerivAt_apply (hasDerivAt_propagator H r) (hasDerivAt_const r ψ)
    refine ((h1.const_mul (I * (e : ℂ))).cexp.smul h2).congr_deriv ?_
    change cexp (I * e * r) • (propagator H r ((-I) • H ψ) + propagator H r 0) +
      (cexp (I * e * r) * (I * e * 1)) • propagator H r ψ = 0
    rw [hψ, map_zero, map_smul, map_smul]
    module
  -- an energy eigenstate only acquires a phase
  have hp : cexp (I * e * s) • propagator H s ψ = ψ := by
    have h := is_const_of_deriv_eq_zero (fun r => (hd r).differentiableAt)
      (fun r => (hd r).deriv) s 0
    simpa [propagator_zero] using h
  have hc : starRingEnd ℂ (cexp (I * e * s)) * cexp (I * e * s) = 1 := by
    rw [← exp_conj, ← Complex.exp_add]
    simp
  change inner ℂ ψ (propagator H (-s) (Y (propagator H s ψ))) = _
  rw [← inner_propagator hH]
  conv_rhs => rw [← hp]
  rw [map_smul, inner_smul_left, inner_smul_right, ← mul_assoc, hc, one_mul]
```

The group law gives $[A(t),V(s)]=U(-s)[A(t-s),V]U(s)$. Taking the expectation value removes the outer evolution, and only the delay $t-s$ remains. In the proof, `key` is the operator identity, with `h1` to `h4` regrouping the propagators. For a superposition of different energies, the kernel generally depends on both times.

```lean
/-- In an eigenstate of `H` the response kernel depends on the two times only through `t - s`. -/
theorem stationary_kernel {H : E →L[ℂ] E} (hH : IsSelfAdjoint H) {ψ : E} {e : ℝ}
    (hψ : H ψ = (e : ℂ) • ψ) (A V : E →L[ℂ] E) (t s : ℝ) :
    inner ℂ ψ (comm (heisenberg H A t) (heisenberg H V s) ψ) =
      inner ℂ ψ (comm (heisenberg H A (t - s)) V ψ) := by
  have h1 : propagator H (-s) * propagator H (-(t - s)) = propagator H (-t) := by
    rw [← propagator_add]; congr 1; ring
  have h2 : propagator H t * propagator H (-s) = propagator H (t - s) := by
    rw [← propagator_add]; congr 1
  have h3 : propagator H s * propagator H (-t) = propagator H (-(t - s)) := by
    rw [← propagator_add]; congr 1; ring
  have h4 : propagator H (t - s) * propagator H s = propagator H t := by
    rw [← propagator_add]; congr 1; ring
  have key : comm (heisenberg H A t) (heisenberg H V s) =
      heisenberg H (comm (heisenberg H A (t - s)) V) s := by
    calc _ = propagator H (-t) * A * (propagator H t * propagator H (-s)) * V * propagator H s
          - propagator H (-s) * V * (propagator H s * propagator H (-t)) * A * propagator H t := by
          simp only [comm, heisenberg, mul_assoc]
      _ = (propagator H (-s) * propagator H (-(t - s))) * A * propagator H (t - s) * V
            * propagator H s - propagator H (-s) * V * propagator H (-(t - s)) * A
            * (propagator H (t - s) * propagator H s) := by rw [h1, h2, h3, h4]
      _ = _ := by simp only [comm, heisenberg, mul_assoc, mul_sub, sub_mul]
  rw [key, stationary_expectation hH hψ]
```

Substitution into the Kubo formula gives the convolution form.

```lean
/-- For an eigenstate of `H` the first-order response is the convolution of the drive `f` with
the kernel `-i ⟨ψ, [A(t - s), V] ψ⟩`. -/
theorem kubo_formula_stationary {H V A : E →L[ℂ] E} (hH : IsSelfAdjoint H)
    (hV : IsSelfAdjoint V) (hA : IsSelfAdjoint A) {f : ℝ → ℝ} (hf : Continuous f) {ψ : E}
    {e : ℝ} (hψ : H ψ = (e : ℂ) • ψ) {u : ℝ → E} (hu : IsFirstOrder H V f ψ u) (t : ℝ) :
    ((2 * (inner ℂ (propagator H t ψ) (A (u t))).re : ℝ) : ℂ) =
      -I * ∫ s in (0 : ℝ)..t,
        (f s : ℂ) * inner ℂ ψ (comm (heisenberg H A (t - s)) V ψ) := by
  rw [kubo_formula hH hV hA hf hu t]
  simp only [stationary_kernel hH hψ]

end

end KuboResponse
```

For the opening spin with $H=\tfrac{\omega}{2}\sigma_z$, the response is $-2\int_0^t f(s)\cos\omega(t-s)\,ds$, which returns to $-2F(t)$ as $\omega\to0$. If $H$ is the many-electron Hamiltonian in a fixed finite basis, $\psi$ a normalised eigenstate, and $A$ and $V$ dipole components, the kernel $-i\langle\psi,[A(t-s),V]\psi\rangle$ at delays $t-s\ge 0$ is minus the time-domain linear polarisability of that state within the basis; the minus sign arises because an electric field $\mathcal E(t)$ couples to the dipole with $f=-\mathcal E$. With a mean-field $H$ held fixed and $V$ the external field alone, the formula leaves out the response of the mean field itself.

```lean
#print axioms KuboResponse.isFirstOrder_duhamel
#print axioms KuboResponse.kubo_formula
#print axioms KuboResponse.kubo_formula_stationary
```

```
'KuboResponse.isFirstOrder_duhamel' depends on axioms: [propext, Classical.choice, Quot.sound]
'KuboResponse.kubo_formula' depends on axioms: [propext, Classical.choice, Quot.sound]
'KuboResponse.kubo_formula_stationary' depends on axioms: [propext, Classical.choice, Quot.sound]
```
